# Ground-state orbital moment −ζs/√(Δ²+ζ²) in a two-orbital model with gap Δ and spin–orbit constant ζ

Suppose a calculation without spin–orbit coupling has given two real orbitals, such as p_x and p_y, between which L_z has matrix elements ±i in units of ħ. Suppose also that they are separated by a crystal-field gap Δ > 0, and that the size of the orbital moment is then estimated by dividing the spin–orbit constant ζ by Δ. For the ground state of one electron in these two orbitals, with its spin fixed up or down along z, the error of that estimate is at most |ζ|³/(2Δ³), and the exact moment has a closed form.

Let s = ±1 label the spin direction. In the basis of the two real orbitals, numbered 0 and 1, take

L = σ_y, with rows (0, −i) and (i, 0),

H = diag(0, Δ) + (ζs/2) L.

The pair p_x, p_y is an example: there L is the z component of orbital angular momentum in units of ħ, and the second term of H is ζ L_z S_z with S_z = s/2. The claim is that every normalised ground state has

⟨L⟩ = −ζs/R, where R = √(Δ² + ζ²).

At ζ = 0 the moment vanishes, which is the quenched case. For small ζ/Δ it returns in proportion to ζ/Δ.

## The moment from an energy inequality

Write a normalised state as v = (v₀, v₁), and let p = |v₁|² be the weight of the upper orbital and m = ⟨L⟩ the moment. Multiplying out, with * for complex conjugation, gives

m = 2 Im(v₀* v₁),

⟨H⟩ = Δp + (ζs/2) m.

The two numbers m and d = 1 − 2p are not independent. Since |v₀|² = 1 − p,

m² + 4 (Re v₀* v₁)² = 4|v₀|²|v₁|² = 4p(1 − p) = 1 − d²,

and therefore m² + d² ≤ 1. This is the unit disk obtained by projecting the Bloch sphere.

Now expand two squares, using (ζs)² = ζ² and Δ² + ζ² = R²:

(Δ − Rd)² + (ζs + Rm)² = R² − 2R(Δd − ζs m) + R²(d² + m²) ≤ 2R² − 2R(Δd − ζs m).

Because p = (1 − d)/2, the energy is ⟨H⟩ = Δ/2 − (Δd − ζs m)/2, so the right-hand side equals 4R[⟨H⟩ − (Δ − R)/2]. Hence

(Δ − Rd)² + (ζs + Rm)² ≤ 4R [⟨H⟩ − (Δ − R)/2].

The left side is not negative, so no normalised state has energy below (Δ − R)/2. That value is reached by

v = c (R + Δ, −iζs), c = 1/√(2R(R + Δ)).

It is normalised because (R + Δ)² + ζ² = 2R(R + Δ). It has p = (R − Δ)/(2R) and m = −ζs/R, so its energy is

Δ(R − Δ)/(2R) − ζ²/(2R) = (ΔR − R²)/(2R) = (Δ − R)/2.

In any ground state the bracket is therefore zero, both squares vanish, and m = −ζs/R.

The distance to the first-order value −ζs/Δ is

|ζ| (1/Δ − 1/R) = |ζ| ζ²/(ΔR(R + Δ)) ≤ |ζ|³/(2Δ³),

where the last step uses R ≥ Δ. For ζ/Δ = 0.1 the estimate has magnitude 0.1 and the error is at most 0.0005. For ζ = Δ the estimate is 1, while the exact magnitude is 1/√2.

A further relation holds for any normalised eigenvector, ground or excited. With k = ζs/2, the eigenvalue equation reads

−ik v₁ = E v₀,

ik v₀ + Δv₁ = E v₁.

Multiply the first row by v₁* and the second by v₀*, and take imaginary parts:

−k|v₁|² = −Em/2,

k|v₀|² + Δm/2 = Em/2.

Subtracting the first from the second and using normalisation gives k + Δm/2 = Em, that is, (2E − Δ) m = ζs.

## Matrices, states and the meaning of "ground state"

```lean
import Mathlib

open Matrix

namespace RestoredOrbitalMoment

noncomputable section
```

The moment operator is the Pauli matrix itself, so ⟨L⟩ is an angular momentum in units of ħ, without the factor that converts it to a magnetic moment.

```lean
/-- The Pauli matrix `σ_y`, which is the z component of orbital angular momentum, in units of `ħ`,
in the basis of the real orbitals `p_x`, `p_y`. -/
def orbitalL : Matrix (Fin 2) (Fin 2) ℂ := !![0, -Complex.I; Complex.I, 0]
```

The Hamiltonian takes three real parameters. The spin direction `s` is a number and not a degree of freedom, so superpositions of the two spin directions are not described. Nor are further orbitals (p_z in the example above) or electron–electron interaction.

```lean
/-- Crystal-field levels `0` and `Δ`, coupled by the spin-orbit term `(ζ s / 2) L`
for spin direction `s`. -/
def hamiltonian (Δ ζ s : ℝ) : Matrix (Fin 2) (Fin 2) ℂ :=
  !![0, 0; 0, (Δ : ℂ)] + ((ζ * s / 2 : ℝ) : ℂ) • orbitalL
```

States are complex vectors indexed by `Fin 2`, so `v 0` and `v 1` are v₀ and v₁. The expectation value is defined as a real part, which loses nothing here because both matrices are Hermitian for real parameters.

```lean
/-- The real part of `⟨v, A v⟩`. -/
def expect (A : Matrix (Fin 2) (Fin 2) ℂ) (v : Fin 2 → ℂ) : ℝ :=
  (star v ⬝ᵥ A *ᵥ v).re
```

A ground state is defined variationally: it is normalised, and no normalised vector has lower energy. Neither an eigenvalue equation nor a choice of phase is built in.

```lean
/-- A ground state is a normalised vector whose energy is minimal among all
normalised vectors. -/
structure IsGroundState (H : Matrix (Fin 2) (Fin 2) ℂ) (v : Fin 2 → ℂ) : Prop where
  normalised : star v ⬝ᵥ v = 1
  minimal : ∀ w : Fin 2 → ℂ, star w ⬝ᵥ w = 1 → expect H v ≤ expect H w
```

## Components and the Bloch disk

The first lemma translates normalisation into a statement about four real numbers, which the later algebra uses.

```lean
/-- A state is normalised exactly when the weights of the two orbitals add up to one. -/
theorem normalised_iff (v : Fin 2 → ℂ) :
    star v ⬝ᵥ v = 1 ↔
      (v 0).re ^ 2 + (v 0).im ^ 2 + (v 1).re ^ 2 + (v 1).im ^ 2 = 1 := by
  constructor
  · intro h
    have h' := congrArg Complex.re h
    simp [dotProduct, Fin.sum_univ_two] at h'
    linarith
  · intro h
    apply Complex.ext <;> simp [dotProduct, Fin.sum_univ_two] <;> linarith
```

The next two are the formulas for m and ⟨H⟩. In Lean, p is `Complex.normSq (v 1)`.

```lean
/-- The orbital moment is twice the imaginary part of the product of the conjugated
lower amplitude with the upper amplitude. -/
theorem expect_orbitalL (v : Fin 2 → ℂ) :
    expect orbitalL v = 2 * ((v 0).re * (v 1).im - (v 0).im * (v 1).re) := by
  simp [expect, orbitalL, Matrix.mulVec, dotProduct, Fin.sum_univ_two]
  ring

/-- The energy is the gap times the weight of the upper orbital, plus the spin-orbit
energy `(ζ s / 2) ⟨L⟩`. -/
theorem expect_hamiltonian (Δ ζ s : ℝ) (v : Fin 2 → ℂ) :
    expect (hamiltonian Δ ζ s) v =
      Δ * Complex.normSq (v 1) + ζ * s / 2 * expect orbitalL v := by
  rw [expect_orbitalL]
  unfold hamiltonian
  generalize ζ * s / 2 = k
  simp [expect, orbitalL, Matrix.mulVec, dotProduct, Fin.sum_univ_two,
    Complex.normSq_apply]
  ring
```

In the disk inequality, `key` is the identity m² + d² = 1 − 4(Re v₀* v₁)². It follows from the normalisation condition multiplied by 4|v₁|², which is what the `linear_combination` line records. Discarding the last square gives the inequality.

```lean
/-- In a normalised state the orbital moment and the population difference of the two
orbitals lie in the unit disk. -/
theorem bloch_disk (v : Fin 2 → ℂ) (hv : star v ⬝ᵥ v = 1) :
    expect orbitalL v ^ 2 + (1 - 2 * Complex.normSq (v 1)) ^ 2 ≤ 1 := by
  have hn := (normalised_iff v).1 hv
  rw [expect_orbitalL, Complex.normSq_apply]
  -- the missing part is the square of the third Bloch component
  have key : (2 * ((v 0).re * (v 1).im - (v 0).im * (v 1).re)) ^ 2
      + (1 - 2 * ((v 1).re * (v 1).re + (v 1).im * (v 1).im)) ^ 2
      = 1 - 4 * ((v 0).re * (v 1).re + (v 0).im * (v 1).im) ^ 2 := by
    linear_combination 4 * ((v 1).re ^ 2 + (v 1).im ^ 2) * hn
  rw [key]
  linarith [sq_nonneg ((v 0).re * (v 1).re + (v 0).im * (v 1).im)]
```

## Energy excess and the minimising vector

The central inequality is stated for every normalised state and every real Δ; only s = ±1 is assumed. The hypothesis `hb` is the disk inequality multiplied by R², `hR` is R² = Δ² + ζ², and `hz` is (ζs)² = ζ². With these three, `nlinarith` carries out the comparison of squares.

```lean
/-- Let `R = √(Δ² + ζ²)`, and let `d` be the weight of orbital 0 minus that of orbital 1. For
`s = ±1` and a normalised state, `(Δ - R d)² + (ζ s + R ⟨L⟩)²` is at most `4 R` times the energy
measured from `(Δ - R) / 2`. -/
theorem energy_excess (Δ ζ s : ℝ) (hs : s = 1 ∨ s = -1)
    (v : Fin 2 → ℂ) (hv : star v ⬝ᵥ v = 1) :
    (Δ - √(Δ ^ 2 + ζ ^ 2) * (1 - 2 * Complex.normSq (v 1))) ^ 2
      + (ζ * s + √(Δ ^ 2 + ζ ^ 2) * expect orbitalL v) ^ 2
      ≤ 4 * √(Δ ^ 2 + ζ ^ 2) *
        (expect (hamiltonian Δ ζ s) v - (Δ - √(Δ ^ 2 + ζ ^ 2)) / 2) := by
  have hz : (ζ * s) ^ 2 = ζ ^ 2 := by rcases hs with rfl | rfl <;> ring
  have hR : √(Δ ^ 2 + ζ ^ 2) ^ 2 = Δ ^ 2 + ζ ^ 2 := Real.sq_sqrt (by positivity)
  have hb := mul_le_mul_of_nonneg_left (bloch_disk v hv) (sq_nonneg √(Δ ^ 2 + ζ ^ 2))
  rw [expect_hamiltonian]
  generalize √(Δ ^ 2 + ζ ^ 2) = R at *
  nlinarith [hb, hR, hz]
```

Existence comes from the explicit vector. The number `c` is introduced through c²·2R(R + Δ) = 1, and `hE` computes the energy. The remaining goals are normalisation and minimality. For minimality, the inequality above is applied to an arbitrary competitor `w`, and the positive factor 4R is removed.

```lean
/-- For `Δ > 0` and `s = ±1` a ground state exists, and its energy is
`(Δ - √(Δ² + ζ²)) / 2`. -/
theorem exists_groundState (Δ ζ s : ℝ) (hΔ : 0 < Δ) (hs : s = 1 ∨ s = -1) :
    ∃ v, IsGroundState (hamiltonian Δ ζ s) v ∧
      expect (hamiltonian Δ ζ s) v = (Δ - √(Δ ^ 2 + ζ ^ 2)) / 2 := by
  have hs2 : s ^ 2 = 1 := by rcases hs with rfl | rfl <;> norm_num
  have hR : √(Δ ^ 2 + ζ ^ 2) ^ 2 = Δ ^ 2 + ζ ^ 2 := Real.sq_sqrt (by positivity)
  have hpos : 0 < √(Δ ^ 2 + ζ ^ 2) := Real.sqrt_pos.2 (by positivity)
  have hex := energy_excess Δ ζ s hs
  generalize √(Δ ^ 2 + ζ ^ 2) = R at *
  have hN : 0 < 2 * R * (R + Δ) := by positivity
  obtain ⟨c, hc⟩ : ∃ c : ℝ, c ^ 2 * (2 * R * (R + Δ)) = 1 :=
    ⟨(√(2 * R * (R + Δ)))⁻¹, by
      rw [inv_pow, Real.sq_sqrt hN.le, inv_mul_cancel₀ hN.ne']⟩
  -- the vector (R + Δ, -i ζ s), normalised by c
  let v : Fin 2 → ℂ := ![⟨c * (R + Δ), 0⟩, ⟨0, -(c * ζ * s)⟩]
  have hE : expect (hamiltonian Δ ζ s) v = (Δ - R) / 2 := by
    rw [expect_hamiltonian, expect_orbitalL, Complex.normSq_apply]
    simp only [v, Matrix.cons_val_zero, Matrix.cons_val_one]
    linear_combination -c ^ 2 * ζ ^ 2 * R * hs2 + c ^ 2 * R * hR - (R - Δ) / 2 * hc
  refine ⟨v, ⟨?_, fun w hw => ?_⟩, hE⟩
  · rw [normalised_iff]
    simp only [v, Matrix.cons_val_zero, Matrix.cons_val_one]
    linear_combination c ^ 2 * ζ ^ 2 * hs2 - c ^ 2 * hR + hc
  · rw [hE]
    have h0 := (add_nonneg (sq_nonneg _) (sq_nonneg _)).trans (hex w hw)
    have h1 := nonneg_of_mul_nonneg_right h0 (by positivity)
    linarith
```

## The restored moment and its first-order value

The main theorem concerns every ground state, not only the vector just constructed. That vector serves as a competitor: a ground state `v` cannot have higher energy, so its excess is at most zero (`h0`). The square containing the moment must then vanish (`h1`), and solving for ⟨L⟩ gives the formula. The sign of ζ is unrestricted, and ζ = 0 is included.

```lean
/-- Restored orbital moment: for `Δ > 0` and `s = ±1`, every ground state has
`⟨L⟩ = -ζ s / √(Δ² + ζ²)`. -/
theorem groundState_moment (Δ ζ s : ℝ) (hΔ : 0 < Δ) (hs : s = 1 ∨ s = -1)
    (v : Fin 2 → ℂ) (hv : IsGroundState (hamiltonian Δ ζ s) v) :
    expect orbitalL v = -(ζ * s) / √(Δ ^ 2 + ζ ^ 2) := by
  have hpos : 0 < √(Δ ^ 2 + ζ ^ 2) := Real.sqrt_pos.2 (by positivity)
  obtain ⟨w, hw, hE⟩ := exists_groundState Δ ζ s hΔ hs
  have hle := hv.minimal w hw.normalised
  rw [hE] at hle
  have hex := energy_excess Δ ζ s hs v hv.normalised
  generalize √(Δ ^ 2 + ζ ^ 2) = R at *
  -- no energy excess, hence no deviation of the moment
  have h0 : 4 * R * (expect (hamiltonian Δ ζ s) v - (Δ - R) / 2) ≤ 0 :=
    mul_nonpos_of_nonneg_of_nonpos (by positivity) (by linarith)
  have h1 : (ζ * s + R * expect orbitalL v) ^ 2 = 0 :=
    le_antisymm (by linarith [sq_nonneg (Δ - R * (1 - 2 * Complex.normSq (v 1)))])
      (sq_nonneg _)
  have h2 : ζ * s + R * expect orbitalL v = 0 := pow_eq_zero_iff two_ne_zero |>.1 h1
  rw [eq_div_iff hpos.ne']
  linarith
```

The error bound starts from this closed form. The identity `hdiff` is the difference 1/Δ − 1/R written as a single fraction, and `hden` bounds its denominator from below by 2Δ³. The theorem requires no smallness of ζ/Δ, although for |ζ| ≥ √2 Δ the bound is no better than |ζ|/Δ, which bounds the error trivially because the exact moment has the same sign as the estimate and is no larger in magnitude.

```lean
/-- For `Δ > 0` and `s = ±1`, the ground-state moment equals the first-order value
`-ζ s / Δ` up to an error of at most `|ζ|³ / (2 Δ³)`. -/
theorem groundState_moment_first_order (Δ ζ s : ℝ) (hΔ : 0 < Δ) (hs : s = 1 ∨ s = -1)
    (v : Fin 2 → ℂ) (hv : IsGroundState (hamiltonian Δ ζ s) v) :
    |expect orbitalL v - -(ζ * s) / Δ| ≤ |ζ| ^ 3 / (2 * Δ ^ 3) := by
  have hs1 : |s| = 1 := by rcases hs with rfl | rfl <;> simp
  have hR : √(Δ ^ 2 + ζ ^ 2) ^ 2 = Δ ^ 2 + ζ ^ 2 := Real.sq_sqrt (by positivity)
  have hpos : 0 < √(Δ ^ 2 + ζ ^ 2) := Real.sqrt_pos.2 (by positivity)
  rw [groundState_moment Δ ζ s hΔ hs v hv]
  generalize √(Δ ^ 2 + ζ ^ 2) = R at *
  have hle : Δ ≤ R := by nlinarith [sq_nonneg ζ]
  have hdiff : 1 / Δ - 1 / R = ζ ^ 2 / (Δ * R * (R + Δ)) := by
    rw [div_sub_div _ _ hΔ.ne' hpos.ne', div_eq_div_iff (by positivity) (by positivity)]
    linear_combination Δ * R * hR
  have hden : 2 * Δ ^ 3 ≤ Δ * R * (R + Δ) := by
    calc 2 * Δ ^ 3 = Δ * Δ * (Δ + Δ) := by ring
      _ ≤ Δ * R * (R + Δ) := by gcongr
  have hform : -(ζ * s) / R - -(ζ * s) / Δ = ζ * s * (1 / Δ - 1 / R) := by ring
  rw [hform, hdiff, abs_mul, abs_mul, hs1, mul_one,
    abs_of_nonneg (show 0 ≤ ζ ^ 2 / (Δ * R * (R + Δ)) by positivity)]
  calc |ζ| * (ζ ^ 2 / (Δ * R * (R + Δ))) ≤ |ζ| * (ζ ^ 2 / (2 * Δ ^ 3)) := by gcongr
    _ = |ζ| ^ 3 / (2 * Δ ^ 3) := by rw [← sq_abs ζ]; ring
```

In electronic-structure terms, the bound tells when first-order spin–orbit coupling suffices for the orbital moment of this non-interacting two-orbital model: the relative error is at most ζ²/(2Δ²), which grows as ζ becomes comparable with the crystal-field gap, as it can in heavy elements.

## The moment of any eigenstate

The last theorem assumes an eigenvalue equation with real energy `E` instead of minimality, and places no condition on Δ or s. The equations `e1` to `e4` are the real and imaginary parts of its two rows. The final `linear_combination` multiplies them by the components of v, which amounts to multiplying the rows by v₁* and v₀* and subtracting the imaginary parts. Inserting E = (Δ − R)/2 returns the ground-state moment −ζs/R.

```lean
/-- Every normalised eigenvector with energy `E` satisfies `(2E - Δ) ⟨L⟩ = ζ s`. -/
theorem eigenstate_moment (Δ ζ s E : ℝ) (v : Fin 2 → ℂ) (hv : star v ⬝ᵥ v = 1)
    (h : hamiltonian Δ ζ s *ᵥ v = (E : ℂ) • v) :
    (2 * E - Δ) * expect orbitalL v = ζ * s := by
  have hn := (normalised_iff v).1 hv
  obtain ⟨k, hk⟩ : ∃ k : ℝ, k = ζ * s / 2 := ⟨_, rfl⟩
  rw [hamiltonian, ← hk] at h
  -- real and imaginary parts of the two rows of the eigenvalue equation
  have e1 := congrArg Complex.re (congrFun h 0)
  have e2 := congrArg Complex.im (congrFun h 0)
  have e3 := congrArg Complex.re (congrFun h 1)
  have e4 := congrArg Complex.im (congrFun h 1)
  simp [orbitalL, Matrix.mulVec, dotProduct, Fin.sum_univ_two] at e1 e2 e3 e4
  rw [expect_orbitalL]
  linear_combination -2 * (v 1).im * e1 + 2 * (v 1).re * e2 + 2 * (v 0).im * e3
    - 2 * (v 0).re * e4 + 2 * k * hn + 2 * hk

end

end RestoredOrbitalMoment
```

```lean
#print axioms RestoredOrbitalMoment.groundState_moment
-- 'RestoredOrbitalMoment.groundState_moment' depends on axioms: [propext, Classical.choice, Quot.sound]
#print axioms RestoredOrbitalMoment.groundState_moment_first_order
-- 'RestoredOrbitalMoment.groundState_moment_first_order' depends on axioms: [propext, Classical.choice, Quot.sound]
#print axioms RestoredOrbitalMoment.eigenstate_moment
-- 'RestoredOrbitalMoment.eigenstate_moment' depends on axioms: [propext, Classical.choice, Quot.sound]
```
